# An error bound for the Coulomb kernel without its sharpest Gaussians

An open-boundary Poisson solver on a tensor-product grid can replace $1/r$ by a weighted sum of Gaussians $e^{-r^2t^2}$, since convolution with each of them splits into one-dimensional convolutions. The values of $t$ come from a quadrature that has to stop at some largest value $T$. For $r,T>0$, in units where two unit charges interact with energy $1/r$,

$$\frac1r=\frac{2}{\sqrt\pi}\int_0^\infty e^{-r^2t^2}\,dt,\qquad
0\le \frac1r-K_T(r)\le\frac{e^{-r^2T^2}}{\sqrt\pi\,r^2T},$$

where $K_T(r)=\frac{2}{\sqrt\pi}\int_0^T e^{-r^2t^2}dt$. The cutoff $T$ is an inverse length: it removes narrow Gaussians, not large distances.

## One antiderivative bounds the tail from both sides

Substituting $u=rt$ in $\int_0^\infty e^{-u^2}du=\sqrt\pi/2$ gives $\int_0^\infty e^{-r^2t^2}dt=\sqrt\pi/(2r)$, which is the first formula. Splitting the integral at $T$ gives

$$\frac1r-K_T(r)=\frac{2}{\sqrt\pi}\int_T^\infty e^{-r^2t^2}\,dt\ \ge 0 .$$

Set $b=r^2$ and differentiate:

$$\frac{d}{dt}\left(-\frac{e^{-bt^2}}{2bt}\right)=e^{-bt^2}\left(1+\frac{1}{2bt^2}\right).$$

The function in parentheses on the left vanishes at infinity, so the right side integrates over $(T,\infty)$ to $e^{-bT^2}/(2bT)$. For $t>T$ the bracket on the right lies between $1$ and $1+1/(2bT^2)$. Hence

$$\int_T^\infty e^{-bt^2}dt\le\frac{e^{-bT^2}}{2bT}\le\left(1+\frac1{2bT^2}\right)\int_T^\infty e^{-bt^2}dt .$$

Multiplying by $2/\sqrt\pi$ turns the left inequality into the claimed bound. The right one shows that the bound exceeds the true error by at most the factor $1+1/(2r^2T^2)$, which tends to $1$ as $rT$ grows.

## The kernel and its bound as real functions

```lean
import Mathlib

open MeasureTheory Set Filter Topology Real

namespace GaussianCoulombTruncation

noncomputable section
```

The kernel $K_T(r)$ is `truncatedKernel T r`, with the integral over $t$ taken exactly. The quadrature error on $[0,T]$ and the grid error are therefore not covered.

```lean
/-- The Coulomb kernel at distance `r` built from Gaussians `exp (-r² t²)` with parameter `t`
between zero and the cutoff `T`. -/
def truncatedKernel (T r : ℝ) : ℝ :=
  2 / √π * ∫ t in (0 : ℝ)..T, Real.exp (-r ^ 2 * t ^ 2)
```

The bound has its own name. In Lean, `-r ^ 2` means $-(r^2)$.

```lean
/-- The error bound `exp (-r² T²) / (√π r² T)` for the cutoff `T` at distance `r`. -/
def errorBound (T r : ℝ) : ℝ :=
  Real.exp (-r ^ 2 * T ^ 2) / (√π * r ^ 2 * T)
```

The Coulomb identity follows from Mathlib's half-line Gaussian integral, $\sqrt{\pi/b}/2$ at $b=r^2$.

```lean
/-- The Coulomb kernel `1/r` is a superposition of Gaussians of all widths. -/
theorem coulomb_eq_gaussian_integral {r : ℝ} (hr : 0 < r) :
    1 / r = 2 / √π * ∫ t in Ioi (0 : ℝ), Real.exp (-r ^ 2 * t ^ 2) := by
  have hpi : 0 < √π := Real.sqrt_pos.mpr Real.pi_pos
  rw [integral_gaussian_Ioi, Real.sqrt_div Real.pi_pos.le, Real.sqrt_sq hr.le]
  generalize √π = p at hpi
  field_simp
```

## Separability and the value at contact

With $r^2=\sum_i x_i^2$, the exponential of the sum is a product of exponentials. The index type `ι` labels the coordinates, three of them in ordinary space.

```lean
/-- In Cartesian coordinates the truncated kernel is an integral over products of
one-dimensional Gaussians, one for each coordinate. -/
theorem truncatedKernel_separable {ι : Type*} [Fintype ι] (T : ℝ) (x : ι → ℝ) :
    truncatedKernel T (√(∑ i, x i ^ 2)) =
      2 / √π * ∫ t in (0 : ℝ)..T, ∏ i, Real.exp (-x i ^ 2 * t ^ 2) := by
  have hs : 0 ≤ ∑ i, x i ^ 2 := Finset.sum_nonneg fun i _ => sq_nonneg (x i)
  have h : ∀ t : ℝ, Real.exp (-(√(∑ i, x i ^ 2)) ^ 2 * t ^ 2) =
      ∏ i, Real.exp (-x i ^ 2 * t ^ 2) := by
    intro t
    rw [← Real.exp_sum, Real.sq_sqrt hs, ← Finset.sum_mul, Finset.sum_neg_distrib]
  unfold truncatedKernel
  simp only [h]
```

At $r=0$ the integrand is $1$, so the kernel stays finite where $1/r$ diverges.

```lean
/-- At zero distance the truncated kernel has the finite value `2T/√π`. -/
theorem truncatedKernel_contact (T : ℝ) : truncatedKernel T 0 = 2 * T / √π := by
  have h : ∀ t : ℝ, Real.exp (-(0 : ℝ) ^ 2 * t ^ 2) = 1 := by
    intro t
    norm_num
  unfold truncatedKernel
  simp only [h, intervalIntegral.integral_const, smul_eq_mul]
  ring
```

## The error as a Gaussian tail

The half-line is split into $(0,T]$ and $(T,\infty)$, and the first part cancels against the kernel.

```lean
/-- The truncation error is the contribution of the missing Gaussians with `t > T`. -/
theorem error_eq_tail {r T : ℝ} (hr : 0 < r) (hT : 0 < T) :
    1 / r - truncatedKernel T r =
      2 / √π * ∫ t in Ioi T, Real.exp (-r ^ 2 * t ^ 2) := by
  have hi : Integrable (fun t : ℝ => Real.exp (-r ^ 2 * t ^ 2)) :=
    integrable_exp_neg_mul_sq (by positivity)
  -- split the half-line at the cutoff
  have hsplit : ∫ t in Ioi (0 : ℝ), Real.exp (-r ^ 2 * t ^ 2) =
      (∫ t in Ioc 0 T, Real.exp (-r ^ 2 * t ^ 2)) +
        ∫ t in Ioi T, Real.exp (-r ^ 2 * t ^ 2) := by
    rw [← Ioc_union_Ioi_eq_Ioi hT.le]
    exact setIntegral_union (Ioc_disjoint_Ioi le_rfl) measurableSet_Ioi
      hi.integrableOn hi.integrableOn
  rw [coulomb_eq_gaussian_integral hr, truncatedKernel,
    intervalIntegral.integral_of_le hT.le, hsplit]
  ring
```

The next lemma carries the analysis. `hder` is the derivative computed above, and `hlim` is the limit at infinity, obtained by squeezing the quotient between $0$ and $1/(2bs)$. Since the derivative is nonnegative (`hpos`), Mathlib supplies both its integrability and the value of its integral, `hval`. The two uses of `setIntegral_mono_on` compare integrands through the two estimates of the bracket.

```lean
/-- Two-sided estimate of the Gaussian tail beyond `T` by `exp (-b T²) / (2 b T)`. -/
theorem gaussian_tail_bounds {b T : ℝ} (hb : 0 < b) (hT : 0 < T) :
    (∫ t in Ioi T, Real.exp (-b * t ^ 2)) ≤ Real.exp (-b * T ^ 2) / (2 * b * T) ∧
    Real.exp (-b * T ^ 2) / (2 * b * T) ≤
      (1 + 1 / (2 * b * T ^ 2)) * ∫ t in Ioi T, Real.exp (-b * t ^ 2) := by
  -- an explicit antiderivative of a larger integrand
  have hder : ∀ t ∈ Ici T, HasDerivAt (fun s : ℝ => -(Real.exp (-b * s ^ 2) / (2 * b * s)))
      (Real.exp (-b * t ^ 2) * (1 + 1 / (2 * b * t ^ 2))) t := by
    intro t ht
    have ht0 : 0 < t := lt_of_lt_of_le hT ht
    have h1 : HasDerivAt (fun s : ℝ => -b * s ^ 2) (-b * (2 * t)) t :=
      ((hasDerivAt_pow 2 t).const_mul (-b)).congr_deriv (by norm_num)
    have h2 : HasDerivAt (fun s : ℝ => 2 * b * s) (2 * b) t :=
      ((hasDerivAt_id' t).const_mul (2 * b)).congr_deriv (by ring)
    have h3 : 2 * b * t ≠ 0 := by positivity
    refine ((h1.exp.fun_div h2 h3).fun_neg).congr_deriv ?_
    generalize Real.exp (-b * t ^ 2) = E
    field_simp
    ring
  have hpos : ∀ t ∈ Ioi T, 0 ≤ Real.exp (-b * t ^ 2) * (1 + 1 / (2 * b * t ^ 2)) := by
    intro t _
    positivity
  have hlim0 : Tendsto (fun s : ℝ => Real.exp (-b * s ^ 2) / (2 * b * s)) atTop (𝓝 0) := by
    have hg : Tendsto (fun s : ℝ => 1 / (2 * b) * s⁻¹) atTop (𝓝 0) := by
      simpa using (tendsto_inv_atTop_zero (𝕜 := ℝ)).const_mul (1 / (2 * b))
    refine squeeze_zero' ?_ ?_ hg
    · filter_upwards [eventually_gt_atTop (0 : ℝ)] with s hs
      positivity
    · filter_upwards [eventually_gt_atTop (0 : ℝ)] with s hs
      have he : Real.exp (-b * s ^ 2) ≤ 1 :=
        Real.exp_le_one_iff.mpr (by nlinarith [mul_pos hb (pow_pos hs 2)])
      calc Real.exp (-b * s ^ 2) / (2 * b * s) ≤ 1 / (2 * b * s) := by gcongr
        _ = 1 / (2 * b) * s⁻¹ := by field_simp
  have hlim : Tendsto (fun s : ℝ => -(Real.exp (-b * s ^ 2) / (2 * b * s))) atTop (𝓝 0) := by
    simpa only [neg_zero] using hlim0.neg
  have hint := integrableOn_Ioi_deriv_of_nonneg' hder hpos hlim
  have hval := integral_Ioi_of_hasDerivAt_of_nonneg' hder hpos hlim
  rw [zero_sub, neg_neg] at hval
  have hi : Integrable (fun t : ℝ => Real.exp (-b * t ^ 2)) := integrable_exp_neg_mul_sq hb
  rw [← hval]
  constructor
  · refine setIntegral_mono_on hi.integrableOn hint measurableSet_Ioi ?_
    intro t _
    have h : 0 ≤ 1 / (2 * b * t ^ 2) := by positivity
    exact le_mul_of_one_le_right (Real.exp_pos _).le (by linarith)
  · rw [← integral_const_mul]
    refine setIntegral_mono_on hint (hi.const_mul _).integrableOn measurableSet_Ioi ?_
    intro t ht
    have hTt : T ≤ t := le_of_lt ht
    have h : 1 / (2 * b * t ^ 2) ≤ 1 / (2 * b * T ^ 2) := by gcongr
    rw [mul_comm]
    exact mul_le_mul_of_nonneg_right (by linarith) (Real.exp_pos _).le
```

Restoring the prefactor $2/\sqrt\pi$ gives `errorBound`.

```lean
/-- The error bound is the Gaussian tail estimate with the kernel's prefactor. -/
theorem errorBound_eq {r T : ℝ} (hr : 0 < r) (hT : 0 < T) :
    errorBound T r = 2 / √π * (Real.exp (-r ^ 2 * T ^ 2) / (2 * r ^ 2 * T)) := by
  have hpi : 0 < √π := Real.sqrt_pos.mpr Real.pi_pos
  unfold errorBound
  generalize Real.exp (-r ^ 2 * T ^ 2) = E
  generalize √π = p at hpi
  field_simp
```

The main theorem combines the tail formula with the upper estimate.

```lean
/-- Cutting the Gaussian integral at `T` underestimates `1/r` or leaves it unchanged, with an
error of at most `exp (-r² T²) / (√π r² T)`. -/
theorem coulomb_truncation_error {r T : ℝ} (hr : 0 < r) (hT : 0 < T) :
    0 ≤ 1 / r - truncatedKernel T r ∧
      1 / r - truncatedKernel T r ≤ Real.exp (-r ^ 2 * T ^ 2) / (√π * r ^ 2 * T) := by
  change _ ∧ _ ≤ errorBound T r
  rw [error_eq_tail hr hT, errorBound_eq hr hT]
  constructor
  · exact mul_nonneg (by positivity) (integral_nonneg fun t => (Real.exp_pos _).le)
  · exact mul_le_mul_of_nonneg_left (gaussian_tail_bounds (pow_pos hr 2) hT).1 (by positivity)
```

The lower estimate gives the comparison in the other direction.

```lean
/-- The error bound exceeds the true error by at most the factor `1 + 1/(2 r² T²)`. -/
theorem errorBound_sharp {r T : ℝ} (hr : 0 < r) (hT : 0 < T) :
    errorBound T r ≤ (1 + 1 / (2 * r ^ 2 * T ^ 2)) * (1 / r - truncatedKernel T r) := by
  rw [error_eq_tail hr hT, errorBound_eq hr hT, mul_left_comm]
  exact mul_le_mul_of_nonneg_left (gaussian_tail_bounds (pow_pos hr 2) hT).2 (by positivity)
```

## Choosing the cutoff for a set of charges

For finitely many point charges $q_i$ at distances $r_i\ge d>0$ from the field point, the triangle inequality reduces the error in the potential to single terms. Each is at most $|q_i|$ times the bound at $r_i$, which is no larger than the bound at $d$, because the exponential decreases with distance and the denominator increases. The distances enter as plain numbers, without positions.

```lean
/-- For finitely many charges at distances at least `d` from the field point, the error of the
potential is at most the sum of the `|q i|` times the error bound at `d`. -/
theorem potential_truncation_error {ι : Type*} (s : Finset ι) (q r : ι → ℝ) {d T : ℝ}
    (hd : 0 < d) (hT : 0 < T) (hr : ∀ i ∈ s, d ≤ r i) :
    |∑ i ∈ s, q i / r i - ∑ i ∈ s, q i * truncatedKernel T (r i)| ≤
      (∑ i ∈ s, |q i|) * errorBound T d := by
  have hpi : 0 < √π := Real.sqrt_pos.mpr Real.pi_pos
  rw [← Finset.sum_sub_distrib, Finset.sum_mul]
  refine (Finset.abs_sum_le_sum_abs _ _).trans (Finset.sum_le_sum fun i hi => ?_)
  have hdi : d ≤ r i := hr i hi
  obtain ⟨h0, h1⟩ := coulomb_truncation_error (lt_of_lt_of_le hd hdi) hT
  -- the bound decreases with distance
  have hsq : d ^ 2 ≤ r i ^ 2 := pow_le_pow_left₀ hd.le hdi 2
  have hexp : Real.exp (-r i ^ 2 * T ^ 2) ≤ Real.exp (-d ^ 2 * T ^ 2) :=
    Real.exp_le_exp.mpr (by nlinarith [mul_le_mul_of_nonneg_right hsq (sq_nonneg T)])
  have hmono : Real.exp (-r i ^ 2 * T ^ 2) / (√π * r i ^ 2 * T) ≤ errorBound T d := by
    unfold errorBound
    exact div_le_div₀ (Real.exp_pos _).le hexp (by positivity) (by gcongr)
  have hfac : q i / r i - q i * truncatedKernel T (r i) =
      q i * (1 / r i - truncatedKernel T (r i)) := by ring
  rw [hfac, abs_mul, abs_of_nonneg h0]
  exact mul_le_mul_of_nonneg_left (h1.trans hmono) (abs_nonneg _)

end

end GaussianCoulombTruncation
```

```lean
#print axioms GaussianCoulombTruncation.truncatedKernel_separable
#print axioms GaussianCoulombTruncation.truncatedKernel_contact
#print axioms GaussianCoulombTruncation.errorBound_sharp
#print axioms GaussianCoulombTruncation.potential_truncation_error
```

```
'GaussianCoulombTruncation.truncatedKernel_separable' depends on axioms: [propext, Classical.choice, Quot.sound]
'GaussianCoulombTruncation.truncatedKernel_contact' depends on axioms: [propext, Classical.choice, Quot.sound]
'GaussianCoulombTruncation.errorBound_sharp' depends on axioms: [propext, Classical.choice, Quot.sound]
'GaussianCoulombTruncation.potential_truncation_error' depends on axioms: [propext, Classical.choice, Quot.sound]
```

In a code, $T$ can be set from the shortest distance $d$ that must be resolved. The relative error of the kernel at this distance is at most $e^{-x^2}/(\sqrt\pi\,x)$ with $x=dT$, about $2.3\times10^{-5}$ at $x=3$. Inside a continuous charge density there is charge at arbitrarily small distances from the field point, so no shortest distance $d>0$ is available and the estimate for point charges does not apply as it stands. If the density $\rho$ is smooth on the scale $1/T$, the missing Gaussians act on it almost like a delta function, and a solver can add the local term $(\pi/T^2)\,\rho(\mathbf x)$ to the potential; this leading-order correction is not among the theorems above.
